# Complete, inversion-symmetric b-vectors give exact gradients of quadratic functions

Wannier centres and spreads can be written in terms of derivatives with respect to $k$. On a mesh of $k$ points, these derivatives are commonly replaced by weighted sums over the vectors $b$ that join a mesh point to its neighbours. For a real quadratic function of $k$, such a sum gives the exact gradient if the vectors are complete and inversion symmetric, both defined below. The overlaps between Bloch states that enter the centres and spreads are not treated.

## The difference formula and its two conditions

In Lean 4 with Mathlib:

```lean
import Mathlib

open Matrix

namespace FiniteDifferenceBVectors

noncomputable section

variable {n ι : Type*} [Fintype n] [Fintype ι]
```

The finite type `n` labels Cartesian components and `ι` labels the vectors. A wave vector is a function `n → ℝ`, that is, a list of real components.

```lean
/-- The finite-difference gradient of `f` at `k`, built from the vectors `b s` with
weights `w s`. -/
def fdGradient (b : ι → n → ℝ) (w : ι → ℝ) (f : (n → ℝ) → ℝ) (k : n → ℝ) : n → ℝ :=
  ∑ s, (w s * (f (k + b s) - f k)) • b s
```

With $b_s$ the vector labelled $s$ and $w_s$ its weight, this defines

$$(\nabla_b f)(k)=\sum_s w_s\,[f(k+b_s)-f(k)]\,b_s$$

for any real function $f$. The symbol `•` multiplies a vector by a number.

```lean
/-- The completeness relation: the weighted sum of `b_i b_j` is the unit matrix. -/
def Complete [DecidableEq n] (b : ι → n → ℝ) (w : ι → ℝ) : Prop :=
  ∀ i j, ∑ s, w s * b s i * b s j = if i = j then 1 else 0
```

Completeness reads $\sum_s w_s b_{s,i}b_{s,j}=\delta_{ij}$. Physically, the weighted set of neighbours has no preferred direction at second order, and its weights are correctly normalised. Completeness is a condition on the chosen vectors and weights; it is proved below for neighbours along the coordinate axes.

```lean
/-- The vectors can be paired so that each `b` is matched with `-b` of equal weight. -/
def InversionSymmetric (b : ι → n → ℝ) (w : ι → ℝ) : Prop :=
  ∃ σ : Equiv.Perm ι, ∀ s, b (σ s) = -b s ∧ w (σ s) = w s
```

Inversion symmetry is a permutation $\sigma$ of the labels with $b_{\sigma(s)}=-b_s$ and $w_{\sigma(s)}=w_s$: opposite neighbours count equally.

```lean
/-- The quadratic function `c + g·k + k·S k` of the wave vector. -/
def quadraticBand (c : ℝ) (g : n → ℝ) (S : Matrix n n ℝ) (k : n → ℝ) : ℝ :=
  c + g ⬝ᵥ k + k ⬝ᵥ (S *ᵥ k)
```

This is $f(k)=c+g\cdot k+k\cdot Sk$, with `⬝ᵥ` the dot product and `*ᵥ` a matrix acting on a vector. There is no factor $\tfrac12$, so the gradient will contain $2Sk$.

## Linear part kept, even part cancelled

```lean
/-- A step `q` changes the quadratic function by a part linear in `q` and a part
quadratic in `q`. -/
theorem quadraticBand_increment (c : ℝ) (g : n → ℝ) {S : Matrix n n ℝ} (hS : S.IsSymm)
    (k q : n → ℝ) :
    quadraticBand c g S (k + q) - quadraticBand c g S k
      = (g + (2 : ℝ) • (S *ᵥ k)) ⬝ᵥ q + q ⬝ᵥ (S *ᵥ q) := by
  -- symmetry of `S` makes the two cross terms equal
  have h1 : k ⬝ᵥ (S *ᵥ q) = (S *ᵥ k) ⬝ᵥ q := by
    rw [Matrix.dotProduct_mulVec, ← Matrix.mulVec_transpose, hS.eq]
  have h2 : q ⬝ᵥ (S *ᵥ k) = (S *ᵥ k) ⬝ᵥ q := dotProduct_comm _ _
  simp only [quadraticBand, Matrix.mulVec_add, dotProduct_add, add_dotProduct,
    smul_dotProduct, smul_eq_mul, h1, h2]
  ring
```

The hypothesis `hS` says that $S$ is symmetric. This excludes no quadratic function, since $k\cdot Sk$ is unchanged when $S$ is replaced by its symmetric part $(S+S^{T})/2$. Expanding for a step $q$,

$$f(k+q)-f(k)=g\cdot q+k\cdot Sq+q\cdot Sk+q\cdot Sq .$$

Symmetry gives $k\cdot Sq=(Sk)\cdot q$ (`h1`), and $q\cdot Sk$ is the same number (`h2`). The increment is therefore $(g+2Sk)\cdot q+q\cdot Sq$; `ring` collects the terms.

```lean
/-- A complete set of vectors rebuilds any vector `v` from its projections `v·b`. -/
theorem Complete.reconstruct [DecidableEq n] {b : ι → n → ℝ} {w : ι → ℝ}
    (hB : Complete b w) (v : n → ℝ) : ∑ s, (w s * (v ⬝ᵥ b s)) • b s = v := by
  have h' : ∀ i j, ∑ s, w s * b s i * b s j = if i = j then 1 else 0 := hB
  ext j
  simp only [Finset.sum_apply, Pi.smul_apply, smul_eq_mul, dotProduct]
  calc ∑ s, w s * (∑ i, v i * b s i) * b s j
      = ∑ i, v i * ∑ s, w s * b s i * b s j := by
        simp only [Finset.mul_sum, Finset.sum_mul]
        rw [Finset.sum_comm]
        exact Finset.sum_congr rfl fun i _ => Finset.sum_congr rfl fun s _ => by ring
    _ = v j := by
        simp only [h']
        simp
```

Component $j$ of the sum is

$$\sum_s w_s\Big(\sum_i v_i b_{s,i}\Big)b_{s,j}=\sum_i v_i\sum_s w_s b_{s,i}b_{s,j}=\sum_i v_i\delta_{ij}=v_j .$$

`Finset.sum_comm` exchanges the two sums.

```lean
omit [Fintype n] in
/-- For an inversion-symmetric set, the weighted sum of `φ(b) b` vanishes for every even
function `φ`. -/
theorem InversionSymmetric.even_sum_eq_zero {b : ι → n → ℝ} {w : ι → ℝ}
    (hI : InversionSymmetric b w) (φ : (n → ℝ) → ℝ) (hφ : ∀ q, φ (-q) = φ q) :
    ∑ s, (w s * φ (b s)) • b s = 0 := by
  obtain ⟨σ, hσ⟩ := hI
  -- relabelling `b` as `-b` turns the sum into its own negative
  have h : ∑ s, (w s * φ (b s)) • b s = -∑ s, (w s * φ (b s)) • b s := by
    calc ∑ s, (w s * φ (b s)) • b s
        = ∑ s, (w (σ s) * φ (b (σ s))) • b (σ s) :=
          (Equiv.sum_comp σ (fun s => (w s * φ (b s)) • b s)).symm
      _ = -∑ s, (w s * φ (b s)) • b s := by
          rw [← Finset.sum_neg_distrib]
          refine Finset.sum_congr rfl fun s _ => ?_
          rw [(hσ s).1, (hσ s).2, hφ, smul_neg]
  ext j
  have hj := congrFun h j
  simp only [Pi.neg_apply, Pi.zero_apply] at hj ⊢
  linarith
```

Let $A=\sum_s w_s\varphi(b_s)b_s$ with $\varphi$ even. Relabelling by $\sigma$ gives

$$A=\sum_s w_s\varphi(-b_s)(-b_s)=-A,$$

so $A=0$. The `calc` block does the relabelling, and `linarith` draws the conclusion for each component.

```lean
/-- For a complete, inversion-symmetric set of vectors, the finite-difference gradient of
`c + g·k + k·S k` with symmetric `S` is exactly `g + 2 S k`. -/
theorem fdGradient_quadraticBand [DecidableEq n] {b : ι → n → ℝ} {w : ι → ℝ}
    (hB : Complete b w) (hI : InversionSymmetric b w) (c : ℝ) (g : n → ℝ)
    {S : Matrix n n ℝ} (hS : S.IsSymm) (k : n → ℝ) :
    fdGradient b w (quadraticBand c g S) k = g + (2 : ℝ) • (S *ᵥ k) := by
  have heven := hI.even_sum_eq_zero (fun q => q ⬝ᵥ (S *ᵥ q))
    (fun q => by simp [Matrix.mulVec_neg])
  unfold fdGradient
  simp only [quadraticBand_increment c g hS, mul_add, add_smul, Finset.sum_add_distrib]
  -- the linear part is rebuilt by completeness, the even part cancels
  rw [hB.reconstruct, heven, add_zero]
```

Inserting the increment with $q=b_s$,

$$(\nabla_b f)(k)=\sum_s w_s[(g+2Sk)\cdot b_s]\,b_s+\sum_s w_s(b_s\cdot Sb_s)\,b_s .$$

The first sum is $g+2Sk$ by completeness. The second vanishes because $q\cdot Sq$ is even. The final `rw` makes these two replacements. The vectors need not be short.

```lean
/-- Under the same conditions, the finite-difference gradient gives the derivative of the
quadratic function along every direction `v`. -/
theorem hasDerivAt_quadraticBand [DecidableEq n] {b : ι → n → ℝ} {w : ι → ℝ}
    (hB : Complete b w) (hI : InversionSymmetric b w) (c : ℝ) (g : n → ℝ)
    {S : Matrix n n ℝ} (hS : S.IsSymm) (k v : n → ℝ) :
    HasDerivAt (fun t : ℝ => quadraticBand c g S (k + t • v))
      (fdGradient b w (quadraticBand c g S) k ⬝ᵥ v) 0 := by
  rw [fdGradient_quadraticBand hB hI c g hS k]
  -- along a line the function is a polynomial in `t` of degree at most two
  have hf : (fun t : ℝ => quadraticBand c g S (k + t • v)) = fun t : ℝ =>
      quadraticBand c g S k
        + (t * ((g + (2 : ℝ) • (S *ᵥ k)) ⬝ᵥ v) + t ^ 2 * (v ⬝ᵥ (S *ᵥ v))) := by
    funext t
    have h := quadraticBand_increment c g hS k (t • v)
    simp only [Matrix.mulVec_smul, dotProduct_smul, smul_dotProduct, smul_eq_mul] at h
    linear_combination h
  rw [hf]
  have h := (((hasDerivAt_id' (0 : ℝ)).mul_const ((g + (2 : ℝ) • (S *ᵥ k)) ⬝ᵥ v)).fun_add
    (((hasDerivAt_id' (0 : ℝ)).fun_pow 2).mul_const (v ⬝ᵥ (S *ᵥ v)))).const_add
    (quadraticBand c g S k)
  exact h.congr_deriv (by simp)
```

`HasDerivAt` states that a function has a given derivative at a point, here $t=0$. Along a direction $v$,

$$f(k+tv)=f(k)+t\,(g+2Sk)\cdot v+t^2\,v\cdot Sv,$$

whose derivative at $t=0$ is $(g+2Sk)\cdot v=(\nabla_b f)(k)\cdot v$.

```lean
/-- Completeness holds if and only if the finite-difference gradient is exact for every
linear function `g·k`. -/
theorem complete_iff_exact_on_linear [DecidableEq n] (b : ι → n → ℝ) (w : ι → ℝ) :
    Complete b w ↔ ∀ g k : n → ℝ, fdGradient b w (fun q => g ⬝ᵥ q) k = g := by
  constructor
  · intro hB g k
    simp only [fdGradient, dotProduct_add, add_sub_cancel_left]
    exact hB.reconstruct g
  · intro h i j
    -- test on the coordinate function `k_i`
    have hij := congrFun (h (Pi.single i 1) 0) j
    simp only [fdGradient, dotProduct_add, add_sub_cancel_left, single_dotProduct, one_mul,
      Finset.sum_apply, Pi.smul_apply, smul_eq_mul] at hij
    refine hij.trans ?_
    by_cases e : i = j
    · subst e
      simp
    · simp [e, Ne.symm e]
```

For $f(q)=g\cdot q$ the increment is $g\cdot b_s$, so completeness returns $g$. Conversely, taking $g=e_i$, the unit vector along axis $i$, and reading off component $j$ gives $\sum_s w_s b_{s,i}b_{s,j}=\delta_{ij}$. Inversion symmetry plays no part here.

## Neighbours along the coordinate axes

```lean
/-- The vectors `h e_i` and `-h e_i` along the coordinate axes. -/
def cubicShell [DecidableEq n] (h : ℝ) : n × Bool → n → ℝ :=
  fun s => Pi.single s.1 (if s.2 = true then h else -h)
```

A label is an axis together with a `Bool` for the sign, giving the vectors $\pm h e_i$.

```lean
/-- The common weight `1/(2h²)` of the vectors `±h e_i`. -/
def cubicWeight (h : ℝ) : n × Bool → ℝ := fun _ => 1 / (2 * h ^ 2)
```

Every vector has weight $1/(2h^2)$.

```lean
/-- For `h ≠ 0` the vectors `±h e_i` with weight `1/(2h²)` are complete and inversion
symmetric. -/
theorem cubicShell_witness [DecidableEq n] {h : ℝ} (hh : h ≠ 0) :
    Complete (cubicShell (n := n) h) (cubicWeight h) ∧
      InversionSymmetric (cubicShell (n := n) h) (cubicWeight h) := by
  constructor
  · intro i j
    have hu : 1 / (2 * h ^ 2) * (2 * h ^ 2) = 1 := one_div_mul_cancel (by positivity)
    simp only [Fintype.sum_prod_type, Fintype.sum_bool, cubicShell, cubicWeight,
      Pi.single_apply, if_true, Bool.false_eq_true, if_false]
    -- only the pair along axis `i` contributes
    rw [Finset.sum_eq_single i]
    · by_cases e : i = j
      · subst e
        simp only [if_true]
        linear_combination hu
      · simp [e, Ne.symm e]
    · intro x _ hx
      simp [Ne.symm hx]
    · intro hi
      exact absurd (Finset.mem_univ _) hi
  · refine ⟨Equiv.prodCongr (Equiv.refl n) Equiv.boolNot, ?_⟩
    rintro ⟨i, s⟩
    refine ⟨?_, rfl⟩
    ext j
    cases s <;> by_cases hj : j = i <;> simp [cubicShell, hj]
```

For $i=j$ only the pair on axis $i$ contributes, giving $2h^2/(2h^2)=1$. For $i\ne j$ every product vanishes, since each vector has only one nonzero component. Flipping the `Bool` supplies the permutation $\sigma$.

With a single axis the formula becomes the central difference $[f(k+h)-f(k-h)]/(2h)$.

In two dimensions, take $f=3k_y+k_x^2+2k_xk_y$, $k=(1,2)$ and $h=1$. Then $f(k)=11$, and the steps $+e_x,-e_x,+e_y,-e_y$ give $18,6,16,6$. The increments are $7,-5,5,-5$, and with weight $\tfrac12$ the sum is $(6,5)$. The gradient $(2k_x+2k_y,\,3+2k_x)$ has the same value.

```lean
/-- For `h ≠ 0` and the cubic function `k_i³`, the vectors `±h e_i` with weight `1/(2h²)` give a
finite-difference gradient with component `3 k_i² + h²` along axis `i` and zero along every other
axis. -/
theorem fdGradient_cubic [DecidableEq n] {h : ℝ} (hh : h ≠ 0) (i : n) (k : n → ℝ) :
    fdGradient (cubicShell h) (cubicWeight h) (fun q => q i ^ 3) k
      = Pi.single i (3 * k i ^ 2 + h ^ 2) := by
  have hu : 1 / (2 * h ^ 2) * (2 * h ^ 2) = 1 := one_div_mul_cancel (by positivity)
  ext j
  simp only [fdGradient, Finset.sum_apply, Pi.smul_apply, smul_eq_mul,
    Fintype.sum_prod_type, Fintype.sum_bool, cubicShell, cubicWeight, Pi.add_apply,
    Pi.single_apply, if_true, Bool.false_eq_true, if_false]
  rw [Finset.sum_eq_single i]
  · by_cases e : j = i
    · subst e
      simp only [if_true]
      linear_combination (3 * k j ^ 2 + h ^ 2) * hu
    · simp [e]
  · intro x _ hx
    simp [Ne.symm hx]
  · intro hi
    exact absurd (Finset.mem_univ _) hi

end

end FiniteDifferenceBVectors
```

For $f(k)=k_i^3$, steps along other axes change nothing. Along axis $i$,

$$\frac{(k_i+h)^3-(k_i-h)^3}{2h}=3k_i^2+h^2 .$$

The true derivative is $3k_i^2$, so exactness fails at third order for this shell. The error $h^2$ is the same at every $k$, and halving the spacing divides it by four.

```lean
#print axioms FiniteDifferenceBVectors.fdGradient_quadraticBand
#print axioms FiniteDifferenceBVectors.hasDerivAt_quadraticBand
#print axioms FiniteDifferenceBVectors.complete_iff_exact_on_linear
#print axioms FiniteDifferenceBVectors.fdGradient_cubic
```

```
'FiniteDifferenceBVectors.fdGradient_quadraticBand' depends on axioms: [propext, Classical.choice, Quot.sound]
'FiniteDifferenceBVectors.hasDerivAt_quadraticBand' depends on axioms: [propext, Classical.choice, Quot.sound]
'FiniteDifferenceBVectors.complete_iff_exact_on_linear' depends on axioms: [propext, Classical.choice, Quot.sound]
'FiniteDifferenceBVectors.fdGradient_cubic' depends on axioms: [propext, Classical.choice, Quot.sound]
```
